# A quadratic low-temperature law in a model of spin Coulomb drag with finitely many wave vectors

In units with $\hbar=k_B=1$, for every temperature $T>0$, $\frac1T\int_0^\infty \frac{w^2}{\sinh^2(w/2T)}\,dw=\frac{4\pi^2T^2}{3}$. In a model with finitely many wave vectors, and with a static interaction and spectra that do not depend on temperature, the spin drag transresistivity is therefore exactly quadratic in $T$ if both spin spectra are exactly linear in frequency, and quadratic to leading order as $T\to0^+$ if they are linear only at low frequency and bounded by a multiple of the frequency, provided that the quadratic coefficient is not zero.

```lean
import Mathlib

open MeasureTheory Filter Set Topology

namespace SpinCoulombDrag

noncomputable section

/-- Thermal frequency integral of the product of the two spin spectra at one wave vector,
divided by the temperature `T` (units with ħ = k_B = 1). -/
def dragKernel (χu χd : ℝ → ℝ) (T : ℝ) : ℝ :=
  (1 / T) * ∫ w in Ioi (0 : ℝ), χu w * χd w / Real.sinh (w / (2 * T)) ^ 2

/-- Spin drag transresistivity as a sum over wave vectors `q`; the weight `W q` holds the squared
static interaction, the momentum factors and the overall prefactor with its sign. -/
def transresistivity {ι : Type*} (s : Finset ι) (W : ι → ℝ) (χu χd : ι → ℝ → ℝ) (T : ℝ) : ℝ :=
  ∑ q ∈ s, W q * dragKernel (χu q) (χd q) T

/-- A spectrum that is linear with slope `a` at low frequency and bounded by a multiple of the
frequency at all positive frequencies. -/
structure LinearSpectrum (χ : ℝ → ℝ) (a : ℝ) : Prop where
  measurable : Measurable χ
  slope : Tendsto (fun w => χ w / w) (𝓝[>] 0) (𝓝 a)
  bound : ∃ C : ℝ, ∀ w, 0 < w → |χ w| ≤ C * w

/-- The relaxational spectrum `a w / (1 + w²)` is linear at low frequency with slope `a`. -/
theorem linearSpectrum_witness (a : ℝ) : LinearSpectrum (fun w => a * w / (1 + w ^ 2)) a := by
  refine ⟨by fun_prop, ?_, |a|, ?_⟩
  · have hc : Continuous (fun w : ℝ => a / (1 + w ^ 2)) :=
      continuous_const.div (by fun_prop) (fun w => by positivity)
    have h := hc.tendsto 0
    have h0 : a / (1 + (0 : ℝ) ^ 2) = a := by norm_num
    rw [h0] at h
    refine (h.mono_left nhdsWithin_le_nhds).congr' ?_
    filter_upwards [self_mem_nhdsWithin] with w hw
    have hw' : (0 : ℝ) < w := hw
    field_simp
  · intro w hw
    have hp : (0 : ℝ) < 1 + w ^ 2 := by positivity
    rw [abs_div, abs_mul, abs_of_pos hw, abs_of_pos hp]
    exact div_le_self (by positivity) (by nlinarith [sq_nonneg w])

/-- The thermal factor `1 / sinh² y` is a sum of Boltzmann exponentials. -/
theorem hasSum_thermal_factor {y : ℝ} (hy : 0 < y) :
    HasSum (fun n : ℕ => 4 * ((n : ℝ) * Real.exp (-(2 * y)) ^ n)) (1 / Real.sinh y ^ 2) := by
  have hr : ‖Real.exp (-(2 * y))‖ < 1 := by
    rw [Real.norm_eq_abs, abs_of_pos (Real.exp_pos _)]
    exact Real.exp_lt_one_iff.2 (by linarith)
  have h := (hasSum_coe_mul_geometric_of_norm_lt_one hr).mul_left 4
  suffices hv : 1 / Real.sinh y ^ 2 =
      4 * (Real.exp (-(2 * y)) / (1 - Real.exp (-(2 * y))) ^ 2) by
    rw [hv]
    exact h
  have e : Real.exp (-(2 * y)) = Real.exp (-y) ^ 2 := by
    rw [← Real.exp_nat_mul]
    congr 1
    push_cast
    ring
  have e2 : Real.exp y = (Real.exp (-y))⁻¹ := by rw [Real.exp_neg, inv_inv]
  have u0 := Real.exp_pos (-y)
  rw [Real.sinh_eq, e, e2]
  generalize Real.exp (-y) = u at u0 ⊢
  have hu : u⁻¹ * u = 1 := inv_mul_cancel₀ u0.ne'
  have hs : (u⁻¹ - u) / 2 = (1 - u ^ 2) / (2 * u) := by
    rw [eq_div_iff (by positivity)]
    linear_combination hu
  rw [hs, div_pow, one_div_div, mul_pow]
  ring

/-- The second frequency moment of a Boltzmann exponential with decay rate `r` is `2 / r³`. -/
theorem boltzmann_moment {r : ℝ} (hr : 0 < r) :
    ∫ w in Ioi (0 : ℝ), w ^ 2 * Real.exp (-(r * w)) = 2 / r ^ 3 := by
  have h := Real.integral_rpow_mul_exp_neg_mul_Ioi (a := 3) (r := r) (by norm_num) hr
  have g : Real.Gamma 3 = 2 := by
    rw [show (3 : ℝ) = ((2 : ℕ) : ℝ) + 1 by norm_num, Real.Gamma_nat_eq_factorial]
    norm_num [Nat.factorial]
  have e (t : ℝ) : t ^ ((3 : ℝ) - 1) = t ^ 2 := by
    rw [show (3 : ℝ) - 1 = ((2 : ℕ) : ℝ) by norm_num, Real.rpow_natCast]
  have e3 : (1 / r) ^ (3 : ℝ) = (1 / r) ^ 3 := by
    exact_mod_cast Real.rpow_natCast (1 / r) 3
  simp only [e] at h
  rw [h, e3, g]
  ring

/-- The thermal frequency integral of `w² / sinh²(w / 2T)` equals `4π²T³/3`. -/
theorem integral_thermal {T : ℝ} (hT : 0 < T) :
    ∫ w in Ioi (0 : ℝ), w ^ 2 / Real.sinh (w / (2 * T)) ^ 2 = 4 * Real.pi ^ 2 * T ^ 3 / 3 := by
  let F : ℕ → ℝ → ℝ := fun n w => 4 * (n : ℝ) * (w ^ 2 * Real.exp (-((n : ℝ) / T * w)))
  have hval (n : ℕ) : ∫ w in Ioi (0 : ℝ), F n w = 8 * T ^ 3 * (1 / (n : ℝ) ^ 2) := by
    rcases Nat.eq_zero_or_pos n with rfl | hn
    · simp [F]
    · have hn' : (0 : ℝ) < n := Nat.cast_pos.2 hn
      simp only [F]
      rw [integral_const_mul, boltzmann_moment (div_pos hn' hT)]
      field_simp
      all_goals norm_num
  have hint (n : ℕ) : Integrable (F n) (volume.restrict (Ioi 0)) := by
    rcases Nat.eq_zero_or_pos n with rfl | hn
    · simp [F]
    · have hn' : (0 : ℝ) < n := Nat.cast_pos.2 hn
      by_contra hc
      have h0 := hval n
      rw [integral_undef hc] at h0
      have : 0 < 8 * T ^ 3 * (1 / (n : ℝ) ^ 2) := by positivity
      linarith
  have hz := hasSum_zeta_two.mul_left (8 * T ^ 3)
  have hnorm : (fun n => ∫ w in Ioi (0 : ℝ), ‖F n w‖) =
      fun n : ℕ => 8 * T ^ 3 * (1 / (n : ℝ) ^ 2) := by
    funext n
    rw [← hval n]
    refine integral_congr_ae (Eventually.of_forall fun w => Real.norm_of_nonneg ?_)
    simp only [F]
    positivity
  -- exchange the Boltzmann sum with the frequency integral
  have key := hasSum_integral_of_summable_integral_norm hint (by rw [hnorm]; exact hz.summable)
  simp only [hval] at key
  have hsum : ∫ w in Ioi (0 : ℝ), w ^ 2 / Real.sinh (w / (2 * T)) ^ 2 =
      ∫ w in Ioi (0 : ℝ), ∑' n, F n w := by
    refine setIntegral_congr_fun measurableSet_Ioi fun w hw => ?_
    have hw' : (0 : ℝ) < w := hw
    have h := (hasSum_thermal_factor (y := w / (2 * T)) (by positivity)).mul_left (w ^ 2)
    have hF : (fun n : ℕ => w ^ 2 * (4 * ((n : ℝ) * Real.exp (-(2 * (w / (2 * T)))) ^ n))) =
        fun n => F n w := by
      funext n
      have he : (n : ℝ) * -(2 * (w / (2 * T))) = -((n : ℝ) / T * w) := by field_simp
      simp only [F]
      rw [← Real.exp_nat_mul, he]
      ring
    rw [hF] at h
    change w ^ 2 / Real.sinh (w / (2 * T)) ^ 2 = ∑' n, F n w
    rw [h.tsum_eq]
    ring
  rw [hsum, key.unique hz]
  ring

/-- For spectra exactly linear in frequency, the transresistivity is exactly quadratic in
temperature. -/
theorem transresistivity_linear {ι : Type*} (s : Finset ι) (W a b : ι → ℝ) {T : ℝ} (hT : 0 < T) :
    transresistivity s W (fun q w => a q * w) (fun q w => b q * w) T =
      (4 * Real.pi ^ 2 / 3 * ∑ q ∈ s, W q * (a q * b q)) * T ^ 2 := by
  unfold transresistivity dragKernel
  rw [Finset.mul_sum, Finset.sum_mul]
  refine Finset.sum_congr rfl fun q _ => ?_
  have h : (fun w : ℝ => a q * w * (b q * w) / Real.sinh (w / (2 * T)) ^ 2) =
      fun w => a q * b q * (w ^ 2 / Real.sinh (w / (2 * T)) ^ 2) := by
    funext w
    ring
  rw [h, integral_const_mul, integral_thermal hT]
  field_simp

/-- At a frequency `T x` proportional to temperature, a low-frequency linear spectrum divided by
`T` tends to `a x` as `T → 0`. -/
theorem LinearSpectrum.scaled {χ : ℝ → ℝ} {a x : ℝ} (h : LinearSpectrum χ a) (hx : 0 < x) :
    Tendsto (fun T => χ (T * x) / T) (𝓝[>] 0) (𝓝 (a * x)) := by
  have h1 : Tendsto (fun T : ℝ => T * x) (𝓝[>] 0) (𝓝[>] 0) := by
    refine tendsto_nhdsWithin_iff.2 ⟨?_, ?_⟩
    · have h2 : Tendsto (fun T : ℝ => T * x) (𝓝 0) (𝓝 (0 * x)) :=
        (continuous_id.mul continuous_const).tendsto 0
      rw [zero_mul] at h2
      exact h2.mono_left nhdsWithin_le_nhds
    · filter_upwards [self_mem_nhdsWithin] with T hT
      exact mul_pos hT hx
  refine ((h.slope.comp h1).mul_const x).congr' ?_
  filter_upwards [self_mem_nhdsWithin] with T hT
  have hT' : (0 : ℝ) < T := hT
  simp only [Function.comp_apply]
  field_simp

/-- At one wave vector, for spectra linear at low frequency and bounded by a multiple of the
frequency, the drag kernel divided by `T²` tends to `4π²/3` times the product of the two
low-frequency slopes as `T → 0`. -/
theorem dragKernel_lowTemperature {χu χd : ℝ → ℝ} {a b : ℝ}
    (hu : LinearSpectrum χu a) (hd : LinearSpectrum χd b) :
    Tendsto (fun T => dragKernel χu χd T / T ^ 2) (𝓝[>] 0)
      (𝓝 (4 * Real.pi ^ 2 / 3 * (a * b))) := by
  obtain ⟨C, hC⟩ := hu.bound
  obtain ⟨D, hD⟩ := hd.bound
  have hI : Integrable (fun x : ℝ => x ^ 2 / Real.sinh (x / (2 * 1)) ^ 2)
      (volume.restrict (Ioi 0)) := by
    by_contra hc
    have h0 := integral_thermal one_pos
    rw [integral_undef hc] at h0
    have : 0 < 4 * Real.pi ^ 2 * (1 : ℝ) ^ 3 / 3 := by positivity
    linarith
  have hscale {χ : ℝ → ℝ} {K T x : ℝ} (hK : ∀ w, 0 < w → |χ w| ≤ K * w)
      (hT : 0 < T) (hx : 0 < x) : |χ (T * x) / T| ≤ K * x := by
    rw [abs_div, abs_of_pos hT, div_le_iff₀ hT]
    have := hK (T * x) (mul_pos hT hx)
    linarith
  -- dominated convergence in the scaled frequency x = w / T
  have hlim : Tendsto (fun T => ∫ x in Ioi (0 : ℝ),
      χu (T * x) / T * (χd (T * x) / T) / Real.sinh (x / (2 * 1)) ^ 2) (𝓝[>] 0)
      (𝓝 (∫ x in Ioi (0 : ℝ), a * x * (b * x) / Real.sinh (x / (2 * 1)) ^ 2)) := by
    refine tendsto_integral_filter_of_dominated_convergence
      (fun x => C * D * (x ^ 2 / Real.sinh (x / (2 * 1)) ^ 2)) ?_ ?_ (hI.const_mul _) ?_
    · refine Eventually.of_forall fun T => Measurable.aestronglyMeasurable ?_
      have m1 : Measurable fun x => χu (T * x) / T :=
        (hu.measurable.comp (measurable_const_mul T)).div_const T
      have m2 : Measurable fun x => χd (T * x) / T :=
        (hd.measurable.comp (measurable_const_mul T)).div_const T
      have m3 : Measurable fun x : ℝ => Real.sinh (x / (2 * 1)) ^ 2 :=
        ((Real.continuous_sinh.comp (continuous_id.div_const _)).pow 2).measurable
      exact (m1.mul m2).div m3
    · filter_upwards [self_mem_nhdsWithin] with T hT
      filter_upwards [ae_restrict_mem measurableSet_Ioi] with x hx
      have hp := hscale hC hT hx
      have hq := hscale hD hT hx
      rw [Real.norm_eq_abs, abs_div, abs_mul, abs_of_nonneg (sq_nonneg (Real.sinh _))]
      refine (div_le_div_of_nonneg_right (mul_le_mul hp hq (abs_nonneg _)
        ((abs_nonneg _).trans hp)) (sq_nonneg _)).trans (le_of_eq ?_)
      ring
    · filter_upwards [ae_restrict_mem measurableSet_Ioi] with x hx
      exact ((hu.scaled hx).mul (hd.scaled hx)).div_const _
  have hv : ∫ x in Ioi (0 : ℝ), a * x * (b * x) / Real.sinh (x / (2 * 1)) ^ 2 =
      4 * Real.pi ^ 2 / 3 * (a * b) := by
    have h : (fun x : ℝ => a * x * (b * x) / Real.sinh (x / (2 * 1)) ^ 2) =
        fun x => a * b * (x ^ 2 / Real.sinh (x / (2 * 1)) ^ 2) := by
      funext x
      ring
    rw [h, integral_const_mul, integral_thermal one_pos]
    ring
  rw [hv] at hlim
  refine hlim.congr' ?_
  filter_upwards [self_mem_nhdsWithin] with T hT
  have hT' : (0 : ℝ) < T := hT
  have hsub := integral_comp_mul_left_Ioi
    (fun w => χu w * χd w / Real.sinh (w / (2 * T)) ^ 2) 0 hT'
  rw [mul_zero, smul_eq_mul] at hsub
  unfold dragKernel
  rw [one_div, ← hsub, ← integral_div]
  congr 1
  funext x
  have hx : T * x / (2 * T) = x / (2 * 1) := by field_simp
  rw [hx]
  ring

/-- For spin spectra linear at low frequency and bounded by a multiple of the frequency, the
transresistivity divided by `T²` tends, as `T → 0`, to `4π²/3` times the weighted sum of the
products of slopes. -/
theorem transresistivity_lowTemperature {ι : Type*} (s : Finset ι) (W a b : ι → ℝ)
    (χu χd : ι → ℝ → ℝ) (hu : ∀ q ∈ s, LinearSpectrum (χu q) (a q))
    (hd : ∀ q ∈ s, LinearSpectrum (χd q) (b q)) :
    Tendsto (fun T => transresistivity s W χu χd T / T ^ 2) (𝓝[>] 0)
      (𝓝 (4 * Real.pi ^ 2 / 3 * ∑ q ∈ s, W q * (a q * b q))) := by
  have h := tendsto_finsetSum s fun q hq =>
    (dragKernel_lowTemperature (hu q hq) (hd q hq)).const_mul (W q)
  convert h using 1
  · funext T
    unfold transresistivity
    rw [Finset.sum_div]
    exact Finset.sum_congr rfl fun q _ => by ring
  · rw [Finset.mul_sum]
    congr 1
    exact Finset.sum_congr rfl fun q _ => by ring

end

end SpinCoulombDrag
```

```lean
#print axioms SpinCoulombDrag.transresistivity_linear
#print axioms SpinCoulombDrag.dragKernel_lowTemperature
#print axioms SpinCoulombDrag.transresistivity_lowTemperature
```

```
'SpinCoulombDrag.transresistivity_linear' depends on axioms: [propext, Classical.choice, Quot.sound]
'SpinCoulombDrag.dragKernel_lowTemperature' depends on axioms: [propext, Classical.choice, Quot.sound]
'SpinCoulombDrag.transresistivity_lowTemperature' depends on axioms: [propext, Classical.choice, Quot.sound]
```

## An exact law and a limiting law

Write $\chi_{\uparrow q}(w)$ and $\chi_{\downarrow q}(w)$ for the imaginary parts of the non-interacting density response of the two spin species at wave vector $q$ and frequency $w$. In units with $\hbar=k_B=1$, the transresistivity is modelled as

$$
\rho(T)=\sum_{q\in s}W_q\,K_q(T),\qquad
K_q(T)=\frac1T\int_0^\infty\frac{\chi_{\uparrow q}(w)\,\chi_{\downarrow q}(w)}{\sinh^2(w/2T)}\,dw ,
$$

where $s$ is a finite set of wave vectors and $W_q$ are real weights. In Lean, $K_q$ is `dragKernel` and $\rho$ is `transresistivity`; `χu` and `χd` are the two spectra.

The theorem `integral_thermal` gives the integral before division by $T$, with value $4\pi^2T^3/3$. Two statements about $\rho$ rest on it.

- `transresistivity_linear`: if $\chi_{\uparrow q}(w)=a_qw$ and $\chi_{\downarrow q}(w)=b_qw$, then for every $T>0$
$$\rho(T)=\Big(\frac{4\pi^2}{3}\sum_{q\in s}W_qa_qb_q\Big)T^2 .$$
- `transresistivity_lowTemperature`: if the spectra satisfy `LinearSpectrum` with slopes $a_q$ and $b_q$, then $\rho(T)/T^2$ tends to the same coefficient as $T\to0^+$. The filter `𝓝[>] 0` in the code expresses this one-sided limit.

If the coefficient vanishes, because slopes are zero or weighted terms cancel, the second statement says only that $\rho(T)$ is smaller than order $T^2$.

## The electron gas behind the symbols

Spin Coulomb drag is the friction between spin-up and spin-down electrons that exchange momentum through their Coulomb interaction. Up to sign, each spectrum measures how strongly one species absorbs energy $w$ at wave vector $q$ by creating electron–hole pairs. In a degenerate two- or three-dimensional electron gas, at a fixed non-zero wave vector shorter than twice the Fermi wave vector of that species, this strength grows in proportion to $w$ at low energy, and this is the physics of the slopes $a_q$ and $b_q$. The factor $1/\sinh^2(w/2T)$ confines the exchange to energies of order $T$. Two factors of $w$, a frequency window of width $T$ and the prefactor $1/T$ combine to give $T^2$.

The predicate `LinearSpectrum χ a` has three parts: $\chi$ is measurable, $\chi(w)/w\to a$ as $w\to0^+$, and some constant $C$ satisfies $|\chi(w)|\le Cw$ for all $w>0$. The last condition keeps the high-frequency part of the spectrum under control; a bounded spectrum with a finite slope at the origin meets it. The theorem `linearSpectrum_witness` supplies an example, the relaxational form $aw/(1+w^2)$, which for $a\neq0$ is linear only to leading order near the origin.

The weight $W_q$ holds the squared interaction, the momentum factors and the overall prefactor with its sign. Since it depends on neither $w$ nor $T$, the interaction is static. The spectra are likewise fixed functions of frequency, so the thermal smearing of the response itself is left out. The sum over $q$ is finite, and the passage to a continuous integral over wave vectors is not treated. That passage can change the law: in a two-dimensional gas with equal spin densities, the product of the two slopes diverges at twice the Fermi wave vector too strongly to be integrated. The formula for $\rho$ is taken as a definition and is not derived from a transport equation.

For a numerical evaluation of this static-interaction formula on a fixed, finite grid of wave vectors, with temperature-independent spectra that satisfy `LinearSpectrum` at every grid point, the limit gives the value at which $\rho(T)/T^2$ should level off at low temperature.

## The thermal integral as a sum over $1/n^2$

For $y>0$, write $\sinh y=\tfrac12e^{y}(1-e^{-2y})$. Then

$$
\frac1{\sinh^2y}=\frac{4e^{-2y}}{(1-e^{-2y})^2}=4\sum_{n=1}^\infty n\,e^{-2ny},
$$

where the last step uses $\sum_{n\ge1} nz^n=z/(1-z)^2$ for $|z|<1$, which follows by differentiating the geometric series. This is `hasSum_thermal_factor`. Its proof replaces $e^{-y}$ by a positive variable $u$ and reduces the identity to algebra. The Lean sum starts at $n=0$, where the term is zero.

For a decay rate $r>0$, the substitution $t=rw$ gives

$$
\int_0^\infty w^2e^{-rw}\,dw=\frac1{r^3}\int_0^\infty t^2e^{-t}\,dt=\frac{\Gamma(3)}{r^3}=\frac2{r^3},
$$

which is `boltzmann_moment`, obtained from Mathlib's Gamma integral.

Now set $y=w/2T$, so that the exponentials become $e^{-nw/T}$ with rate $r=n/T$. Integrating term by term,

$$
\int_0^\infty\frac{w^2}{\sinh^2(w/2T)}\,dw
=\sum_{n=1}^\infty4n\cdot\frac{2T^3}{n^3}
=8T^3\sum_{n=1}^\infty\frac1{n^2}
=8T^3\cdot\frac{\pi^2}{6}
=\frac{4\pi^2T^3}{3}.
$$

The exchange of sum and integral is allowed because all terms are non-negative and their integrals have a finite sum. In `integral_thermal`, the function `F n` is the $n$-th term, `hval` computes its integral, and `hnorm` identifies the integral of its absolute value with the same number. The exchange itself is `hasSum_integral_of_summable_integral_norm`, and `hasSum_zeta_two` supplies $\pi^2/6$.

The integrability of each term is proved by a short contradiction. Lean assigns the value zero to the integral of a non-integrable function, whereas `hval` gives a positive value for $n\ge1$.

For exactly linear spectra, the product $a_qb_q$ comes out of the integral:

$$
K_q(T)=\frac{a_qb_q}{T}\cdot\frac{4\pi^2T^3}{3}=\frac{4\pi^2}{3}a_qb_q\,T^2 .
$$

Multiplying by $W_q$ and summing gives the exact law. The proof of `transresistivity_linear` does this term by term.

## Measuring frequency in units of temperature

For spectra that are linear only near the origin, fix $q$ and drop it from the notation. Substituting $w=Tx$, with $dw=T\,dx$, gives

$$
\frac{K(T)}{T^2}=\int_0^\infty
\frac{\chi_\uparrow(Tx)}{T}\,\frac{\chi_\downarrow(Tx)}{T}\,
\frac{dx}{\sinh^2(x/2)} .
$$

The temperature has left the thermal factor and appears only in the spectra. At fixed $x>0$,

$$
\frac{\chi_\uparrow(Tx)}{T}=x\,\frac{\chi_\uparrow(Tx)}{Tx}\longrightarrow a\,x
\qquad(T\to0^+),
$$

and likewise $\chi_\downarrow(Tx)/T\to bx$. This is the lemma `LinearSpectrum.scaled`.

Let $C$ and $D$ be the constants that bound the two spectra. Then $|\chi_\uparrow(Tx)/T|\le Cx$ and $|\chi_\downarrow(Tx)/T|\le Dx$, so the absolute value of the integrand is at most

$$
CD\,\frac{x^2}{\sinh^2(x/2)} ,
$$

which is independent of $T$ and integrable. Dominated convergence then allows the limit to be taken inside the integral:

$$
\lim_{T\to0^+}\frac{K(T)}{T^2}
=ab\int_0^\infty\frac{x^2}{\sinh^2(x/2)}\,dx
=\frac{4\pi^2}{3}ab ,
$$

where the last integral is the thermal integral at $T=1$.

The proof of `dragKernel_lowTemperature` has the same structure. `hI` establishes that the dominating function is integrable, again from its non-zero integral, and `hscale` gives the bound on each scaled spectrum. `hlim` applies dominated convergence, with the measurability of the spectra used at this point, and `hv` evaluates the limiting integral. The change of variable comes last, through `integral_comp_mul_left_Ioi`, and identifies the scaled integral with $K(T)/T^2$ for positive $T$. The expression `x / (2 * 1)` in the code is $x/2$, written so that it matches `integral_thermal` at unit temperature.

Finally, `transresistivity_lowTemperature` multiplies each limit by $W_q$ and adds them. Because $s$ is finite, the limit of the sum is the sum of the limits, and no bound uniform in $q$ is needed.
